# For neutral real charges of fixed mean square on an even ring, alternation is optimal exactly when W(k), k ≠ 0, is lowest at N/2

**Question.** Before minimising the energy of a charged lattice model, I transform the pair potential, scan W(k) over k ≠ 0, and start from a charge wave at the wavevector where W is lowest. If that is k = N/2, I start from + − + −. But a general pattern mixes many wavevectors. Could a mixture go below the best single wave? The normalisation also bothers me: √2 cos(2πkx/N) has mean square one when k is neither 0 nor N/2, but mean square two at k = N/2. Is the comparison between wavevectors fair?

**Answer.** A mixture cannot go lower, and using cos + sin as the trial wave makes the comparison fair. Let the sites be x = 0, …, N−1 modulo N, with real charges q(x) and a real pair potential satisfying w(−x) = w(x). Define

W(k) = ∑ₓ w(x) exp(−2πikx/N), q̂(k) = ∑ₓ q(x) exp(−2πikx/N)

E = ½ ∑ₓ ∑ᵧ q(x) q(y) w(x−y)

with ∑ₓ q(x) = 0 and ∑ₓ q(x)² = N. Pairing x with −x shows that W(k) is real. Since ∑ₖ exp(2πikz/N) is N for z = 0 and zero otherwise,

w(z) = (1/N) ∑ₖ W(k) exp(2πikz/N).

Inserting this in E turns the double sum over sites into |q̂(k)|²:

E = (1/2N) ∑ₖ W(k) |q̂(k)|².

For the contact potential, w(0) = 1 and zero elsewhere, W(k) = 1 and E = ½ ∑ₓ q(x)². Hence ∑ₖ |q̂(k)|² = N ∑ₓ q(x)² = N². Neutrality gives q̂(0) = 0. If m is the least W(k) over k ≠ 0, then

E − Nm/2 = (1/2N) ∑_{k≠0} (W(k) − m) |q̂(k)|² ≥ 0.

So a mixture only averages the values W(k). Equality holds exactly when every wavevector present has W(k) = m.

To reach the bound, take k ≠ 0, θ = 2πkx/N and c(x) = cos θ + sin θ. Its sum vanishes, and

c(x)² = 1 + 2 sin θ cos θ.

The last term is odd in x, so ∑ₓ c(x)² = N at every such k. Substituting z = x − y gives

∑ᵧ w(x−y) exp(2πiky/N) = W(k) exp(2πikx/N).

Adding real and imaginary parts gives ∑ᵧ w(x−y) c(y) = W(k) c(x), so c has energy (N/2) W(k). The least energy is therefore Nm/2. For even N and k = N/2, θ = πx and c(x) = (−1)^x, so alternation is optimal exactly when W(N/2) = m.

For even N and a nearest-neighbour potential of strength J ≥ 0, which for J > 0 makes like charges repel and opposite charges attract, W(k) = 2J cos(2πk/N) ≥ −2J = W(N/2), and alternation is optimal.

The smallest even ring has N = 2. The only allowed patterns are (1, −1) and (−1, 1), the only nonzero wavevector is 1 = N/2, and E = w(0) − w(1) = W(1). The left and right neighbours coincide there, so `nearestNeighbour` adds to 2J and the energy is −2J.

In the Lean file, `ZMod N` is the ring of sites and also labels the wavevectors; `stdAddChar` supplies exp(2πix/N). `potentialHat` is the real part of `dft w`, and `dft_of_even` shows that this is the whole transform for even w. The two charge constraints form `neutralCharges N`. `IsLeast` says that a value is a lower bound and is attained.

`ground_state_energy` takes m as the least W(k) over k ≠ 0 and applies to odd N > 1 as well; `alternating_ground_state_iff` requires even N. The hypothesis `hw` says that the interaction is the same whichever charge is named first. The fixed sum of squares sets the charge amplitude and makes the on-site contribution from w(0) constant.

```lean
import Mathlib

open Finset ZMod

namespace EwaldChargeOrdering

noncomputable section

variable {N : ℕ} [NeZero N]

/-- The discrete Fourier transform `∑ₓ f(x) exp(-2πi k x / N)` of a real function on the ring
of `N` sites. -/
def dft (f : ZMod N → ℝ) (k : ZMod N) : ℂ :=
  ∑ x, (f x : ℂ) * stdAddChar (-(k * x))

/-- The real part `W(k)` of the transform of the pair potential `w`. -/
def potentialHat (w : ZMod N → ℝ) (k : ZMod N) : ℝ := (dft w k).re

/-- The interaction energy `(1/2) ∑ q(x) q(y) w(x - y)` of the charges `q`. -/
def energy (w q : ZMod N → ℝ) : ℝ :=
  (1 / 2) * ∑ x, ∑ y, q x * q y * w (x - y)

/-- The neutral charge patterns with mean square charge one. -/
def neutralCharges (N : ℕ) [NeZero N] : Set (ZMod N → ℝ) :=
  {q | ∑ x, q x = 0 ∧ ∑ x, q x ^ 2 = (N : ℝ)}

/-- The real wave `cos(2π k x / N) + sin(2π k x / N)`. -/
def standingWave (k x : ZMod N) : ℝ :=
  (stdAddChar (k * x) : ℂ).re + (stdAddChar (k * x) : ℂ).im

/-- The pattern of charges `+1, -1, +1, -1, ...` along the sites `0, 1, ..., N - 1`. -/
def alternating (x : ZMod N) : ℝ := (-1) ^ x.val

/-- The wavevector `N/2`, rounded down when `N` is odd. -/
def half (N : ℕ) : ZMod N := ((N / 2 : ℕ) : ZMod N)

/-- The potential of strength `J` between each site and its left and right neighbours. -/
def nearestNeighbour (J : ℝ) (x : ZMod N) : ℝ :=
  (if x = 1 then J else 0) + (if x = -1 then J else 0)

/-- The transform of an even real potential is real. -/
theorem dft_of_even {w : ZMod N → ℝ} (hw : ∀ x, w (-x) = w x) (k : ZMod N) :
    dft w k = (potentialHat w k : ℂ) := by
  have h : (starRingEnd ℂ) (dft w k) = dft w k := by
    unfold dft
    rw [map_sum, ← Equiv.sum_comp (Equiv.neg (ZMod N))]
    refine sum_congr rfl fun x _ => ?_
    simp only [map_mul, Complex.conj_ofReal, ← AddChar.map_neg_eq_conj, Equiv.neg_apply, hw,
      neg_neg, mul_neg]
  exact (Complex.conj_eq_iff_re.mp h).symm

/-- For an even potential the energy is a sum over wavevectors,
`E = (1/2N) ∑ₖ W(k) |q̂(k)|²`. -/
theorem energy_eq_modes {w : ZMod N → ℝ} (hw : ∀ x, w (-x) = w x) (q : ZMod N → ℝ) :
    energy w q = (∑ k, potentialHat w k * Complex.normSq (dft q k)) / (2 * N) := by
  have hN : (N : ℝ) ≠ 0 := Nat.cast_ne_zero.mpr (NeZero.ne N)
  have orth (z : ZMod N) :
      ∑ k : ZMod N, (stdAddChar (k * z) : ℂ) = if z = 0 then (N : ℂ) else 0 := by
    have h := AddChar.sum_mulShift z (ZMod.isPrimitive_stdAddChar N)
    simpa [ZMod.card] using h
  -- Fourier inversion for the potential
  have inv (z : ZMod N) : ∑ k, dft w k * stdAddChar (k * z) = (N : ℂ) * (w z : ℂ) := by
    calc _ = ∑ x, (w x : ℂ) * ∑ k : ZMod N, (stdAddChar (k * (z - x)) : ℂ) := by
          simp only [dft, Finset.sum_mul, Finset.mul_sum]
          rw [Finset.sum_comm]
          refine sum_congr rfl fun x _ => sum_congr rfl fun k _ => ?_
          rw [show k * (z - x) = -(k * x) + k * z by ring, AddChar.map_add_eq_mul]
          ring
      _ = _ := by
          simp only [orth, sub_eq_zero, mul_ite, mul_zero, Finset.sum_ite_eq,
            Finset.mem_univ, if_true]
          ring
  have pair (k : ZMod N) : (Complex.normSq (dft q k) : ℂ) =
      ∑ x, ∑ y, (q x : ℂ) * q y * stdAddChar (k * (x - y)) := by
    rw [Complex.normSq_eq_conj_mul_self]
    simp only [dft, map_sum, map_mul, Complex.conj_ofReal, ← AddChar.map_neg_eq_conj, neg_neg]
    rw [Finset.sum_mul_sum]
    refine sum_congr rfl fun x _ => sum_congr rfl fun y _ => ?_
    rw [show k * (x - y) = k * x + -(k * y) by ring, AddChar.map_add_eq_mul]
    ring
  rw [eq_div_iff (mul_ne_zero two_ne_zero hN)]
  apply Complex.ofReal_injective
  simp only [energy]
  push_cast
  simp only [pair, ← dft_of_even hw]
  calc _ = ∑ x, ∑ y, (q x : ℂ) * q y * ((N : ℂ) * (w (x - y) : ℂ)) := by
        simp only [Finset.mul_sum, Finset.sum_mul]
        refine sum_congr rfl fun x _ => sum_congr rfl fun y _ => ?_
        ring
    _ = _ := by
        simp only [← inv, Finset.mul_sum]
        symm
        rw [Finset.sum_comm]
        refine sum_congr rfl fun x _ => ?_
        rw [Finset.sum_comm]
        refine sum_congr rfl fun y _ => sum_congr rfl fun k _ => ?_
        ring

/-- Parseval's identity for the charges: `∑ₖ |q̂(k)|² = N ∑ₓ q(x)²`. -/
theorem parseval (q : ZMod N → ℝ) :
    ∑ k, Complex.normSq (dft q k) = N * ∑ x, q x ^ 2 := by
  have hN : (N : ℝ) ≠ 0 := Nat.cast_ne_zero.mpr (NeZero.ne N)
  -- apply the mode sum to the contact potential, whose transform is constant
  have h := energy_eq_modes (w := fun z : ZMod N => if z = 0 then (1 : ℝ) else 0) (by simp) q
  have hδ (k : ZMod N) :
      potentialHat (fun z : ZMod N => if z = 0 then (1 : ℝ) else 0) k = 1 := by
    unfold potentialHat dft
    rw [Finset.sum_eq_single 0] <;> simp +contextual
  have hE : energy (fun z : ZMod N => if z = 0 then (1 : ℝ) else 0) q
      = 1 / 2 * ∑ x, q x ^ 2 := by
    simp [energy, sub_eq_zero, sq]
  simp only [hδ, one_mul] at h
  rw [hE, eq_div_iff (mul_ne_zero two_ne_zero hN)] at h
  linear_combination -h

/-- For an even potential and neutral charges of mean square one, the energy measured from
`N m / 2` is a sum over nonzero wavevectors weighted by `W(k) - m`. -/
theorem energy_excess {w q : ZMod N → ℝ} (hw : ∀ x, w (-x) = w x)
    (hq : q ∈ neutralCharges N) (m : ℝ) :
    energy w q - N / 2 * m =
      (∑ k ∈ univ.erase 0, (potentialHat w k - m) * Complex.normSq (dft q k)) / (2 * N) := by
  have hN : (N : ℝ) ≠ 0 := Nat.cast_ne_zero.mpr (NeZero.ne N)
  obtain ⟨h0, h2⟩ := hq
  have h00 : dft q 0 = 0 := by simp [dft, ← Complex.ofReal_sum, h0]
  rw [Finset.sum_erase _ (by simp [h00]), energy_eq_modes hw]
  simp only [sub_mul, Finset.sum_sub_distrib, ← Finset.mul_sum, parseval, h2]
  field_simp

/-- For an even potential, the real wave of wavevector `k ≠ 0` is neutral, has mean square
charge one, and has energy `(N/2) W(k)`. -/
theorem standingWave_energy {w : ZMod N → ℝ} (hw : ∀ x, w (-x) = w x) {k : ZMod N}
    (hk : k ≠ 0) :
    standingWave k ∈ neutralCharges N ∧
      energy w (standingWave k) = N / 2 * potentialHat w k := by
  have h : ∑ x : ZMod N, (stdAddChar (k * x) : ℂ) = 0 := by
    have h' := AddChar.sum_mulShift k (ZMod.isPrimitive_stdAddChar N)
    simp only [mul_comm k]
    simpa [hk] using h'
  have hr := congrArg Complex.re h
  have hi := congrArg Complex.im h
  simp only [Complex.re_sum, Complex.zero_re] at hr
  simp only [Complex.im_sum, Complex.zero_im] at hi
  -- the cross term cos * sin is odd and sums to zero
  have hodd : ∑ x : ZMod N,
      (stdAddChar (k * x) : ℂ).re * (stdAddChar (k * x) : ℂ).im = 0 := by
    have e := Equiv.sum_comp (Equiv.neg (ZMod N))
      (fun x => (stdAddChar (k * x) : ℂ).re * (stdAddChar (k * x) : ℂ).im)
    simp only [Equiv.neg_apply, mul_neg, AddChar.map_neg_eq_conj, Complex.conj_re,
      Complex.conj_im, Finset.sum_neg_distrib] at e
    linarith
  have hsq (x : ZMod N) : standingWave k x ^ 2 =
      1 + 2 * ((stdAddChar (k * x) : ℂ).re * (stdAddChar (k * x) : ℂ).im) := by
    have h1 : Complex.normSq (stdAddChar (k * x)) = 1 := by
      rw [Complex.normSq_eq_norm_sq, AddChar.norm_apply, one_pow]
    rw [Complex.normSq_apply] at h1
    unfold standingWave
    linear_combination h1
  have hsum : ∑ x, standingWave k x ^ 2 = (N : ℝ) := by
    simp only [hsq, Finset.sum_add_distrib, ← Finset.mul_sum, hodd]
    simp [ZMod.card]
  -- the wave is an eigenvector of convolution with w
  have conv (x : ZMod N) :
      ∑ y, w (x - y) * standingWave k y = potentialHat w k * standingWave k x := by
    have hc : ∑ y, (w (x - y) : ℂ) * stdAddChar (k * y) =
        (potentialHat w k : ℂ) * stdAddChar (k * x) := by
      rw [← dft_of_even hw, dft, Finset.sum_mul, ← Equiv.sum_comp (Equiv.subLeft x)]
      refine sum_congr rfl fun z _ => ?_
      simp only [Equiv.subLeft_apply, sub_sub_cancel]
      rw [show k * (x - z) = -(k * z) + k * x by ring, AddChar.map_add_eq_mul]
      ring
    have cr := congrArg Complex.re hc
    have ci := congrArg Complex.im hc
    simp only [Complex.re_sum, Complex.re_ofReal_mul] at cr
    simp only [Complex.im_sum, Complex.im_ofReal_mul] at ci
    simp only [standingWave, mul_add, Finset.sum_add_distrib]
    rw [cr, ci]
  refine ⟨⟨?_, hsum⟩, ?_⟩
  · simp only [standingWave, Finset.sum_add_distrib]
    rw [hr, hi, add_zero]
  · calc energy w (standingWave k)
        = 1 / 2 * ∑ x, standingWave k x * ∑ y, w (x - y) * standingWave k y := by
          unfold energy
          simp only [Finset.mul_sum]
          refine sum_congr rfl fun x _ => sum_congr rfl fun y _ => ?_
          ring
      _ = 1 / 2 * (potentialHat w k * ∑ x, standingWave k x ^ 2) := by
          simp only [conv]
          rw [Finset.mul_sum univ _ (potentialHat w k)]
          congr 1
          refine sum_congr rfl fun x _ => ?_
          ring
      _ = N / 2 * potentialHat w k := by rw [hsum]; ring

/-- For an even potential, the least energy of neutral charges with mean square one is `N/2`
times the least value of `W(k)` over nonzero wavevectors. -/
theorem ground_state_energy {w : ZMod N → ℝ} (hw : ∀ x, w (-x) = w x) {m : ℝ}
    (hm : IsLeast (potentialHat w '' {k | k ≠ 0}) m) :
    IsLeast (energy w '' neutralCharges N) (N / 2 * m) := by
  constructor
  · obtain ⟨k, hk, rfl⟩ := hm.1
    exact ⟨standingWave k, (standingWave_energy hw hk).1, (standingWave_energy hw hk).2⟩
  · rintro _ ⟨q, hq, rfl⟩
    rw [← sub_nonneg, energy_excess hw hq m]
    refine div_nonneg (Finset.sum_nonneg fun k hk => ?_) (by positivity)
    exact mul_nonneg (sub_nonneg.mpr (hm.2 ⟨k, Finset.ne_of_mem_erase hk, rfl⟩))
      (Complex.normSq_nonneg _)

/-- For an even potential, neutral charges of mean square one have the least energy exactly
when they contain no nonzero wavevector at which `W` exceeds its least value `m` over
nonzero wavevectors. -/
theorem ground_state_iff {w q : ZMod N → ℝ} (hw : ∀ x, w (-x) = w x) {m : ℝ}
    (hm : IsLeast (potentialHat w '' {k | k ≠ 0}) m) (hq : q ∈ neutralCharges N) :
    energy w q = N / 2 * m ↔ ∀ k, k ≠ 0 → potentialHat w k ≠ m → dft q k = 0 := by
  have hN : (2 * N : ℝ) ≠ 0 :=
    mul_ne_zero two_ne_zero (Nat.cast_ne_zero.mpr (NeZero.ne N))
  have hnn : ∀ k ∈ univ.erase (0 : ZMod N),
      0 ≤ (potentialHat w k - m) * Complex.normSq (dft q k) := fun k hk =>
    mul_nonneg (sub_nonneg.mpr (hm.2 ⟨k, Finset.ne_of_mem_erase hk, rfl⟩))
      (Complex.normSq_nonneg _)
  rw [← sub_eq_zero, energy_excess hw hq m, div_eq_zero_iff, or_iff_left hN,
    Finset.sum_eq_zero_iff_of_nonneg hnn]
  constructor
  · intro h k hk hne
    rcases mul_eq_zero.mp (h k (by simp [hk])) with h1 | h1
    · exact absurd (sub_eq_zero.mp h1) hne
    · exact Complex.normSq_eq_zero.mp h1
  · intro h k hk
    by_cases hne : potentialHat w k = m
    · simp [hne]
    · simp [h k (Finset.ne_of_mem_erase hk) hne]

/-- On a ring with an even number of sites, the plane wave of wavevector `N/2` has the value `-1` at
site 1. -/
theorem half_phase (hN : Even N) : (stdAddChar (half N) : ℂ) = -1 := by
  obtain ⟨M, hM⟩ := hN
  have hpos : 0 < N := NeZero.pos N
  have h2 : half N + half N = 0 := by
    unfold half
    rw [← Nat.cast_add, show N / 2 + N / 2 = N by omega, ZMod.natCast_self]
  have hne : half N ≠ 0 := by
    intro h
    rw [half, CharP.cast_eq_zero_iff (ZMod N) N] at h
    have := Nat.le_of_dvd (by omega) h
    omega
  have hsq : (stdAddChar (half N) : ℂ) * stdAddChar (half N) = 1 := by
    rw [← AddChar.map_add_eq_mul, h2, AddChar.map_zero_eq_one]
  rcases mul_self_eq_one_iff.mp hsq with h | h
  · exact absurd (ZMod.injective_stdAddChar (by rw [h, AddChar.map_zero_eq_one])) hne
  · exact h

/-- For an even potential on a ring with an even number of sites, the alternating pattern has
the least energy among neutral charges of mean square one if and only if `W(N/2)` is the least
value of `W` over nonzero wavevectors. -/
theorem alternating_ground_state_iff (hN : Even N) {w : ZMod N → ℝ}
    (hw : ∀ x, w (-x) = w x) :
    IsLeast (energy w '' neutralCharges N) (energy w alternating) ↔
      IsLeast (potentialHat w '' {k | k ≠ 0}) (potentialHat w (half N)) := by
  have hpos : (0 : ℝ) < N := Nat.cast_pos.mpr (NeZero.pos N)
  have hh : half N ≠ 0 := by
    intro h
    have h1 := half_phase hN
    rw [h, AddChar.map_zero_eq_one] at h1
    norm_num at h1
  -- the alternating pattern is the real wave of wavevector N/2
  have halt : (alternating : ZMod N → ℝ) = standingWave (half N) := by
    funext x
    have hx : (stdAddChar (half N * x) : ℂ) = (((-1 : ℝ) ^ x.val : ℝ) : ℂ) := by
      rw [show half N * x = x.val • half N by
        rw [nsmul_eq_mul, ZMod.natCast_zmod_val, mul_comm],
        AddChar.map_nsmul_eq_pow, half_phase hN]
      simp
    simp only [standingWave, alternating, hx, Complex.ofReal_re, Complex.ofReal_im, add_zero]
  rw [halt, (standingWave_energy hw hh).2]
  constructor
  · intro h
    refine ⟨⟨half N, hh, rfl⟩, ?_⟩
    rintro _ ⟨k, hk, rfl⟩
    have hle := h.2 ⟨standingWave k, (standingWave_energy hw hk).1, rfl⟩
    rw [(standingWave_energy hw hk).2] at hle
    exact le_of_mul_le_mul_left hle (by positivity)
  · exact fun h => ground_state_energy hw h

/-- On a ring with an even number of sites, a nearest-neighbour potential of strength `J ≥ 0`
gives the alternating pattern the least energy among neutral charges of mean square one. -/
theorem nearestNeighbour_alternates (hN : Even N) {J : ℝ} (hJ : 0 ≤ J) :
    IsLeast (energy (nearestNeighbour J) '' neutralCharges N)
      (energy (nearestNeighbour J) (alternating : ZMod N → ℝ)) := by
  have hw (x : ZMod N) : nearestNeighbour J (-x) = nearestNeighbour J x := by
    simp [nearestNeighbour, neg_eq_iff_eq_neg, add_comm]
  have hW (k : ZMod N) :
      potentialHat (nearestNeighbour J) k = 2 * J * (stdAddChar k : ℂ).re := by
    have h : dft (nearestNeighbour J) k = J * stdAddChar (-k) + J * stdAddChar k := by
      simp [dft, nearestNeighbour, add_mul, Finset.sum_add_distrib,
        apply_ite Complex.ofReal, ite_mul]
    rw [potentialHat, h, AddChar.map_neg_eq_conj, Complex.add_re, Complex.re_ofReal_mul,
      Complex.re_ofReal_mul, Complex.conj_re]
    ring
  refine (alternating_ground_state_iff hN hw).mpr ⟨⟨half N, ?_, rfl⟩, ?_⟩
  · intro h
    have h1 := half_phase hN
    rw [h, AddChar.map_zero_eq_one] at h1
    norm_num at h1
  · rintro _ ⟨k, _, rfl⟩
    -- the cosine is never below -1, its value at N/2
    have hb := Complex.abs_re_le_norm (stdAddChar k)
    rw [AddChar.norm_apply] at hb
    rw [hW, hW, half_phase hN, Complex.neg_re, Complex.one_re]
    exact mul_le_mul_of_nonneg_left (abs_le.mp hb).1 (by positivity)

end

end EwaldChargeOrdering
```

```lean
#print axioms EwaldChargeOrdering.ground_state_iff
#print axioms EwaldChargeOrdering.nearestNeighbour_alternates
```

```
'EwaldChargeOrdering.ground_state_iff' depends on axioms: [propext, Classical.choice, Quot.sound]
'EwaldChargeOrdering.nearestNeighbour_alternates' depends on axioms: [propext, Classical.choice, Quot.sound]
```

`energy_eq_modes` proves orthogonality (`orth`), inversion (`inv`) and the expansion of |q̂(k)|² (`pair`), then exchanges the sums. `parseval` applies it to the contact potential. `energy_excess` removes k = 0 by neutrality and subtracts Nm/2.

`standingWave_energy` checks the trial wave: `hodd` cancels the cross term, and `conv` is the convolution identity. `ground_state_energy` joins this wave to the lower bound, while `ground_state_iff` uses the fact that a sum of nonnegative terms vanishes only if each term does.

For alternation, `half_phase` notes that the phase at N/2 squares to 1 but is not 1, hence equals −1. This identifies `alternating` with `standingWave (half N)`. The forward direction of the equivalence compares its energy with that of every other standing wave; the reverse uses `ground_state_energy`. `nearestNeighbour_alternates` checks that the potential is even, computes W(k) = 2J cos(2πk/N), and uses J ≥ 0 and the fact that a cosine is at least −1.

For this finite, one-dimensional model with freely varying real charges, a least-energy pattern contains only wavevectors at which W(k) takes its least value over k ≠ 0. Since W(−k) = W(k), the wavevectors k and −k always share their value, and real charges contain both with equal weight |q̂|². If further wavevectors share the least value, W alone does not say which of them are present. Neutrality removes the k = 0 term here because W(0) is finite. In a three-dimensional Ewald sum the Coulomb transform diverges as k → 0, and dropping the k = 0 term also assumes conducting surroundings. The file does not treat the Ewald splitting or three-dimensional crystals, and its equivalence does not concern charges restricted to ±1.
